# Exact ratio of a rectangular barrier's transmission to the WKB exponential exp(−2kd)

For a rectangular barrier of height V and width d, the file defines the transmission probability at energy E by the closed formula T = 1/(1 + V² sinh²(kd)/(4E(V − E))); it does not derive this from the Schrödinger equation. The theorem `exp_mul_transmission` says that T divided by the bare WKB factor exp(−2kd) equals 1/(exp(−2kd) + V²(1 − exp(−2kd))²/(16E(V − E))). It is an algebraic identity for all real E, V, k and d: k is a free parameter, not tied to E and V, and 0 < E < V is not assumed, Lean's division by zero giving zero. The proof writes sinh² in exponentials, pulls exp(2kd) out of the denominator of T, and cancels it.

The failing Lean file:

```lean
import Mathlib

open Filter Topology

namespace RectangularBarrierWKB

noncomputable section

/-- Transmission probability of a rectangular barrier of height `V` and width `d` at energy `E`,
with decay constant `k` inside the barrier. -/
def transmission (E V k d : ℝ) : ℝ :=
  1 / (1 + V ^ 2 * Real.sinh (k * d) ^ 2 / (4 * E * (V - E)))

/-- The transmission divided by the bare WKB exponential, written exactly in terms of
`exp(-2kd)`. -/
theorem exp_mul_transmission (E V k d : ℝ) :
    Real.exp (2 * k * d) * transmission E V k d
      = 1 / (Real.exp (-(2 * k * d))
          + V ^ 2 * (1 - Real.exp (-(2 * k * d))) ^ 2 / (16 * E * (V - E))) := by
  have hY : Real.exp (2 * k * d) = Real.exp (k * d) * Real.exp (k * d) := by
    rw [← Real.exp_add]; congr 1; ring
  have hu : Real.exp (-(2 * k * d)) = Real.exp (-(k * d)) * Real.exp (-(k * d)) := by
    rw [← Real.exp_add]; congr 1; ring
  have hPM : Real.exp (k * d) * Real.exp (-(k * d)) = 1 := by rw [← Real.exp_add]; simp
  have hYu : Real.exp (2 * k * d) * Real.exp (-(2 * k * d)) = 1 := by
    rw [← Real.exp_add]; simp
  have hS : Real.sinh (k * d) ^ 2
      = (Real.exp (2 * k * d) - 2 + Real.exp (-(2 * k * d))) / 4 := by
    rw [Real.sinh_eq, hY, hu]
    linear_combination (-1 / 2) * hPM
  have gen : ∀ x B : ℝ, x ≠ 0 → x * (1 / (x * B)) = 1 / B := by
    intro x B hx
    field_simp
  -- pull the growing exponential out of the denominator
  have hA : 1 + V ^ 2 * Real.sinh (k * d) ^ 2 / (4 * E * (V - E))
      = Real.exp (2 * k * d) * (Real.exp (-(2 * k * d))
          + V ^ 2 * (1 - Real.exp (-(2 * k * d))) ^ 2 / (16 * E * (V - E))) := by
    linear_combination V ^ 2 / (4 * E * (V - E)) * hS
      + (V ^ 2 / (16 * E * (V - E)) * (2 - Real.exp (-(2 * k * d))) - 1) * hYu
  unfold transmission
  rw [hA]
  exact gen _ _ (Real.exp_pos _).ne'

end

end RectangularBarrierWKB
```

Messages:

```
Main.lean:38:4: error: ring failed, ring expressions not equal
E V k d : ℝ
hY : Real.exp (2 * k * d) = Real.exp (k * d) * Real.exp (k * d)
hu : Real.exp (-(2 * k * d)) = Real.exp (-(k * d)) * Real.exp (-(k * d))
hPM : Real.exp (k * d) * Real.exp (-(k * d)) = 1
hYu : Real.exp (2 * k * d) * Real.exp (-(2 * k * d)) = 1
hS : Real.sinh (k * d) ^ 2 = (Real.exp (2 * k * d) - 2 + Real.exp (-(2 * k * d))) / 4
gen : ∀ (x B : ℝ), x ≠ 0 → x * (1 / (x * B)) = 1 / B
⊢ V ^ 2 * (V * E * 4 - E ^ 2 * 4)⁻¹ * (-1 / 2) + V ^ 2 * (V * E * 4 - E ^ 2 * 4)⁻¹ * Real.exp (2 * k * d) * (1 / 4) +
            V ^ 2 * (V * E * 4 - E ^ 2 * 4)⁻¹ * Real.exp (-(2 * k * d)) * (1 / 4) -
          V ^ 2 * Real.exp (2 * k * d) * (V * E * 16 - E ^ 2 * 16)⁻¹ -
        V ^ 2 * Real.exp (-(2 * k * d)) * (V * E * 16 - E ^ 2 * 16)⁻¹ +
      V ^ 2 * (V * E * 16 - E ^ 2 * 16)⁻¹ * 2 =
    0
```

The error is in `hA`, the step that pulls out the exponential. `linear_combination` leaves a final identity to `ring`, which multiplies out each denominator before inverting it. The two denominators become the sums `V * E * 4 - E ^ 2 * 4` and `V * E * 16 - E ^ 2 * 16`, and `ring` treats their inverses as unrelated quantities. The second inverse is a quarter of the first, and with that fact the remaining goal in the message cancels term by term. The coefficients were therefore right.

The repair makes the factor of 4 visible. `h16` rewrites `16 * E * (V - E)` as `4 * (4 * E * (V - E))`, and `generalize` replaces `4 * E * (V - E)` by a single variable `W`. The rewrite alone would not do, since `ring` would multiply the product out again. The denominators are now `W` and `4 * W`, and `ring` can split the inverse of `4 * W` into a quarter of the inverse of `W`. The new `linear_combination` has the same coefficients, written in terms of `W`. No assumption that `W` is nonzero is needed.

Lean accepts the file once it reads:

```diff
@@ -36,6 +36,9 @@
       = Real.exp (2 * k * d) * (Real.exp (-(2 * k * d))
           + V ^ 2 * (1 - Real.exp (-(2 * k * d))) ^ 2 / (16 * E * (V - E))) := by
-    linear_combination V ^ 2 / (4 * E * (V - E)) * hS
-      + (V ^ 2 / (16 * E * (V - E)) * (2 - Real.exp (-(2 * k * d))) - 1) * hYu
+    have h16 : 16 * E * (V - E) = 4 * (4 * E * (V - E)) := by ring
+    rw [h16]
+    generalize 4 * E * (V - E) = W
+    linear_combination V ^ 2 / W * hS
+      + (V ^ 2 / (4 * W) * (2 - Real.exp (-(2 * k * d))) - 1) * hYu
   unfold transmission
   rw [hA]
```
